# Making −∑ J_ij X_i X_j sign-free in the computational basis gives the ferromagnet |J_ij|

For n qubits with real couplings J_ij, let H(J) = −∑_{i<j} J_ij X_i X_j, where X_i is the Pauli operator that flips qubit i. Its partition function is a classical Ising sum over spins s_i = ±1:

tr exp(−βH(J)) = ∑_s exp(β ∑_{i<j} J_ij s_i s_j).

Replacing every off-diagonal element of H(J) by minus its absolute value gives H(|J|), and for β ≥ 0 this never lowers the partition function. At such β, the partition function of H(J) divided by that of H(|J|) is the average sign in a Monte Carlo simulation that samples computational-basis paths by absolute weight.

```lean
import Mathlib

open Matrix

namespace IsingSignProblem

noncomputable section

variable {n : ℕ}
```

## Bits, spins and the Hamiltonian

Basis states x and spin configurations s are both strings of n bits.

```lean
/-- A bit string on `n` sites, labelling a qubit basis state or an Ising configuration. -/
abbrev Config (n : ℕ) := Fin n → Bool
```

A set bit encodes spin −1 and a clear bit spin +1. Below, s_i means this sign, which is `spin (s i)` in Lean.

```lean
/-- The Ising spin `±1` encoded by a bit. -/
def spin (b : Bool) : ℝ := if b then -1 else 1
```

The parity character of s, as a vector indexed by x, is

χ_s(x) = ∏_{i : x_i set} s_i.

```lean
/-- The parity character of the spins `s`: the product of `s_i` over the sites where `x` is set. -/
def parity (s x : Config n) : ℝ := ∏ i, if x i then spin (s i) else 1
```

Flipping bit i of x gives another basis state.

```lean
/-- The basis state `x` with qubit `i` flipped. -/
def flipAt (i : Fin n) (x : Config n) : Config n := Function.update x i (!x i)
```

X_i has element 1 between x and that state, and 0 elsewhere.

```lean
/-- The Pauli operator `X_i` in the computational basis. -/
def pauliX (i : Fin n) : Matrix (Config n) (Config n) ℝ :=
  fun x y => if y = flipAt i x then 1 else 0
```

Each bond is counted once, as a pair i < j.

```lean
/-- The pairs of sites `i < j`. -/
def pairs (n : ℕ) : Finset (Fin n × Fin n) := Finset.univ.filter fun p => p.1 < p.2
```

Only the entries J_ij with i < j enter H, so J need not be symmetric.

```lean
/-- The Hamiltonian `H = -∑_{i<j} J_ij X_i X_j`. -/
def hamiltonian (J : Fin n → Fin n → ℝ) : Matrix (Config n) (Config n) ℝ :=
  -∑ p ∈ pairs n, J p.1 p.2 • (pauliX p.1 * pauliX p.2)
```

The eigenvalues will be −A_J(s), with

A_J(s) = ∑_{i<j} J_ij s_i s_j.

```lean
/-- The classical sum `∑_{i<j} J_ij s_i s_j`, minus the Ising energy. -/
def alignment (J : Fin n → Fin n → ℝ) (s : Config n) : ℝ :=
  ∑ p ∈ pairs n, J p.1 p.2 * (spin (s p.1) * spin (s p.2))
```

The partition function uses the matrix exponential, not an entrywise one, and β is any real number unless restricted.

```lean
/-- The quantum partition function `tr exp(-β A)`. -/
def partitionFunction (β : ℝ) (A : Matrix (Config n) (Config n) ℝ) : ℝ :=
  Matrix.trace (NormedSpace.exp ((-β) • A))
```

The sign-free matrix keeps the diagonal and replaces each other element A_xy by −|A_xy|.

```lean
/-- The matrix with every off-diagonal element replaced by minus its absolute value. -/
def deSign (A : Matrix (Config n) (Config n) ℝ) : Matrix (Config n) (Config n) ℝ :=
  fun x y => if x = y then A x y else -|A x y|
```

For a set T of bonds, the Boltzmann weight is

W_T(s) = ∏_{(i,j)∈T} exp(βJ_ij s_i s_j).

```lean
/-- The product of the Boltzmann factors of the bonds in `T`. -/
def bondWeight (β : ℝ) (J : Fin n → Fin n → ℝ) (T : Finset (Fin n × Fin n))
    (s : Config n) : ℝ :=
  ∏ p ∈ T, Real.exp (β * J p.1 p.2 * (spin (s p.1) * spin (s p.2)))
```

## From parity characters to the Ising sum

Flipping bit i inserts or removes one factor s_i. Since s_i² = 1, both cases multiply the character by s_i. The proof compares the two products site by site.

```lean
/-- Flipping qubit `i` multiplies the parity character by the spin `s_i`. -/
theorem parity_flipAt (s x : Config n) (i : Fin n) :
    parity s (flipAt i x) = spin (s i) * parity s x := by
  have h : (∏ k, if k = i then spin (s k) else 1) = spin (s i) := by simp
  rw [← h, parity, parity, ← Finset.prod_mul_distrib]
  refine Finset.prod_congr rfl fun k _ => ?_
  by_cases hk : k = i
  · subst hk
    cases hx : x k <;> cases s k <;> simp [flipAt, spin, hx]
  · simp [flipAt, hk]
```

Write x^{ij} for x with bits i and j flipped. Multiplying the Pauli matrices gives

H_xy = −∑_{i<j} J_ij [y = x^{ij}],

where the bracket is 1 if the equality holds and 0 otherwise.

```lean
private lemma hamiltonian_apply (J : Fin n → Fin n → ℝ) (x y : Config n) :
    hamiltonian J x y =
      -∑ p ∈ pairs n, J p.1 p.2 * if y = flipAt p.2 (flipAt p.1 x) then 1 else 0 := by
  have h : ∀ i j : Fin n, (pauliX i * pauliX j) x y =
      if y = flipAt j (flipAt i x) then 1 else 0 := by
    intro i j
    simp only [Matrix.mul_apply, pauliX, ite_mul, one_mul, zero_mul, Finset.sum_ite_eq',
      Finset.mem_univ, if_true]
  simp only [hamiltonian, Matrix.neg_apply, Matrix.sum_apply, Matrix.smul_apply,
    smul_eq_mul, h]
```

Applying H to a character and using the flip rule twice,

∑_y H_xy χ_s(y) = −∑_{i<j} J_ij χ_s(x^{ij}) = −A_J(s) χ_s(x).

```lean
/-- Each parity character is an eigenvector of `H`, with the Ising energy as eigenvalue. -/
theorem hamiltonian_mulVec_parity (J : Fin n → Fin n → ℝ) (s : Config n) :
    hamiltonian J *ᵥ parity s = (-alignment J s) • parity s := by
  ext x
  simp only [Matrix.mulVec, dotProduct, hamiltonian_apply, neg_mul,
    Finset.sum_neg_distrib, Finset.sum_mul]
  rw [Finset.sum_comm]
  simp only [mul_ite, ite_mul, mul_one, mul_zero, zero_mul, Finset.sum_ite_eq',
    Finset.mem_univ, if_true, parity_flipAt, Pi.smul_apply, smul_eq_mul, alignment,
    neg_mul, Finset.sum_mul]
  congr 1
  exact Finset.sum_congr rfl fun p _ => by ring
```

A sum over bit strings of a product over sites factorises:

∑_x ∏_i f_i(x_i) = ∏_i (f_i(1) + f_i(0)).

```lean
private lemma sum_config_prod (f : Fin n → Bool → ℝ) :
    ∑ x : Config n, ∏ i, f i (x i) = ∏ i, (f i true + f i false) := by
  have h := Finset.prod_univ_sum (fun _ : Fin n => (Finset.univ : Finset Bool)) f
  rw [Fintype.piFinset_univ] at h
  simpa only [Fintype.sum_bool] using h.symm
```

Hence

∑_x χ_s(x) χ_t(x) = ∏_i (1 + s_i t_i),

which is 2ⁿ if s = t and 0 otherwise, because one differing site makes a factor vanish. The normalised eigenvectors are 2^(−n/2) χ_s.

```lean
/-- Parity characters of different spin configurations are orthogonal, with squared norm `2^n`. -/
theorem parity_orthogonal (s t : Config n) :
    ∑ x, parity s x * parity t x = if s = t then 2 ^ n else 0 := by
  simp only [parity, ← Finset.prod_mul_distrib]
  refine (sum_config_prod (fun i b =>
    (if b then spin (s i) else 1) * (if b then spin (t i) else 1))).trans ?_
  by_cases h : s = t
  · rw [if_pos h]
    subst h
    trans ∏ _i : Fin n, (2 : ℝ)
    · refine Finset.prod_congr rfl fun i _ => ?_
      cases hs : s i <;> norm_num [spin, hs]
    · simp
  · rw [if_neg h]
    obtain ⟨i, hi⟩ := Function.ne_iff.mp h
    apply Finset.prod_eq_zero (Finset.mem_univ i)
    cases h1 : s i <;> cases h2 : t i <;> simp_all [spin]
```

Put the unnormalised characters in the columns of F, so F_xs = χ_s(x). Orthogonality makes F invertible, and with D = diag(βA_J(s)) the eigenvalue equation reads −βH F = F D. Therefore

tr exp(−βH) = tr(F exp(D) F⁻¹) = ∑_s exp(βA_J(s)).

In the code, `hG` supplies the inverse, `hconj` the diagonalisation, and cyclicity of the trace removes F.

```lean
/-- The quantum partition function of `H` is the classical Ising sum with couplings `J`. -/
theorem partitionFunction_eq_ising (β : ℝ) (J : Fin n → Fin n → ℝ) :
    partitionFunction β (hamiltonian J) = ∑ s, Real.exp (β * alignment J s) := by
  -- the columns of `F` are the parity characters
  obtain ⟨F, hF⟩ : ∃ F : Matrix (Config n) (Config n) ℝ, ∀ x s, F x s = parity s x :=
    ⟨fun x s => parity s x, fun _ _ => rfl⟩
  have hG : (Matrix.of fun (s x : Config n) => ((2 : ℝ) ^ n)⁻¹ * parity s x) * F = 1 := by
    ext s t
    simp only [Matrix.mul_apply, Matrix.of_apply, hF, mul_assoc, ← Finset.mul_sum,
      parity_orthogonal, Matrix.one_apply]
    split_ifs <;> simp
  have hU : IsUnit F := ⟨⟨F, _, mul_eq_one_comm.mp hG, hG⟩, rfl⟩
  have hdet := (Matrix.isUnit_iff_isUnit_det F).mp hU
  have hHF : ((-β) • hamiltonian J) * F =
      F * Matrix.diagonal (fun s => β * alignment J s) := by
    ext x s
    have h := congrFun (hamiltonian_mulVec_parity J s) x
    simp only [Matrix.mulVec, dotProduct, Pi.smul_apply, smul_eq_mul] at h
    rw [Matrix.smul_mul, Matrix.smul_apply, Matrix.mul_apply, Matrix.mul_diagonal]
    simp only [hF, smul_eq_mul]
    rw [h]
    ring
  have hconj : (-β) • hamiltonian J =
      F * Matrix.diagonal (fun s => β * alignment J s) * F⁻¹ := by
    rw [← hHF, Matrix.mul_assoc, Matrix.mul_nonsing_inv _ hdet, Matrix.mul_one]
  -- the trace of the exponential is read off in the eigenbasis
  rw [partitionFunction, hconj, Matrix.exp_conj _ _ hU, Matrix.trace_mul_comm,
    ← Matrix.mul_assoc, Matrix.nonsing_inv_mul _ hdet, Matrix.one_mul,
    Matrix.exp_diagonal, Matrix.trace_diagonal]
  refine Finset.sum_congr rfl fun s _ => ?_
  rw [Real.exp_eq_exp_ℝ]
  exact Pi.coe_exp _ _
```

## The ferromagnet behind the absolute values

Bit m of x^{ij} is reversed exactly when m is i or j.

```lean
private lemma flipAt_flipAt {i j : Fin n} (hij : i ≠ j) (x : Config n) (m : Fin n) :
    flipAt j (flipAt i x) m = if m = i ∨ m = j then !x m else x m := by
  by_cases h1 : m = j
  · subst h1
    simp [flipAt, hij.symm]
  · by_cases h2 : m = i
    · subst h2
      simp [flipAt, Function.update_apply, h1]
    · simp [flipAt, Function.update_apply, h1, h2]
```

If x^{ij} = x^{kl} with i < j and k < l, the flipped sites agree, so the pairs agree. One term survives in the matrix element:

H_{x, x^{ij}} = −J_ij.

```lean
/-- The matrix element of `H` that flips the two qubits `i < j` is `-J_ij`. -/
theorem hamiltonian_two_flip (J : Fin n → Fin n → ℝ) {i j : Fin n} (hij : i < j)
    (x : Config n) : hamiltonian J x (flipAt j (flipAt i x)) = -J i j := by
  rw [hamiltonian_apply, Finset.sum_eq_single (i, j)]
  · simp
  · -- a different pair flips different qubits
    rintro ⟨k, l⟩ hq hne
    have hkl : k < l := by simpa [pairs] using hq
    rw [if_neg, mul_zero]
    intro h
    have key : ∀ m, m = i ∨ m = j → m = k ∨ m = l := by
      intro m a
      by_contra b
      have h' := congrFun h m
      rw [flipAt_flipAt hij.ne, flipAt_flipAt hkl.ne, if_pos a, if_neg b] at h'
      exact absurd h' (by cases x m <;> decide)
    have h1 := key i (Or.inl rfl)
    have h2 := key j (Or.inr rfl)
    apply hne
    simp only [Prod.mk.injEq, Fin.ext_iff, Fin.lt_def] at *
    omega
  · intro h
    exact absurd (by simp [pairs, hij]) h
```

All other elements, including the diagonal, vanish. The replacement sends −J_ij to −|J_ij|, which is the corresponding element of H(|J|).

```lean
/-- Replacing each off-diagonal element of `H` by minus its absolute value gives the Hamiltonian
with couplings `|J_ij|`. -/
theorem deSign_hamiltonian (J : Fin n → Fin n → ℝ) :
    deSign (hamiltonian J) = hamiltonian fun i j => |J i j| := by
  ext x y
  by_cases h : ∃ p ∈ pairs n, y = flipAt p.2 (flipAt p.1 x)
  · obtain ⟨⟨i, j⟩, hp, rfl⟩ := h
    have hij : i < j := by simpa [pairs] using hp
    have hne : x ≠ flipAt j (flipAt i x) := by
      intro e
      have h' := congrFun e i
      rw [flipAt_flipAt hij.ne, if_pos (Or.inl rfl)] at h'
      exact absurd h' (by cases x i <;> decide)
    simp only [deSign, if_neg hne, hamiltonian_two_flip _ hij, abs_neg]
  · have h0 : ∀ K : Fin n → Fin n → ℝ, hamiltonian K x y = 0 := by
      intro K
      rw [hamiltonian_apply, Finset.sum_eq_zero, neg_zero]
      intro p hp
      rw [if_neg (fun e => h ⟨p, hp, e⟩), mul_zero]
    simp [deSign, h0]
```

## Comparing the partition functions

For σ = s_i s_j = ±1, exp(aσ) = cosh a + σ sinh a. Multiplying by a character turns σ into two flips:

χ_s(x) exp(a s_i s_j) = cosh(a) χ_s(x) + sinh(a) χ_s(x^{ij}).

```lean
private lemma parity_mul_exp (a : ℝ) (s x : Config n) (i j : Fin n) :
    parity s x * Real.exp (a * (spin (s i) * spin (s j))) =
      Real.cosh a * parity s x + Real.sinh a * parity s (flipAt j (flipAt i x)) := by
  have h : spin (s i) * spin (s j) = 1 ∨ spin (s i) * spin (s j) = -1 := by
    cases s i <;> cases s j <;> norm_num [spin]
  rw [parity_flipAt, parity_flipAt]
  rcases h with h | h
  · rw [h, mul_one, ← Real.cosh_add_sinh]
    linear_combination (-(Real.sinh a * parity s x)) * h
  · rw [h, mul_neg_one, ← Real.cosh_sub_sinh]
    linear_combination (-(Real.sinh a * parity s x)) * h
```

A term-by-term comparison of the Ising sums can fail: for two antiparallel spins with J = −1 and β > 0, the weight falls from e^β to e^(−β) when J becomes |J|. The argument therefore compares whole sums. Let

S_T(x; J) = ∑_s χ_s(x) W_T(s).

Adding a bond (i,j) to T gives

S_{T∪{(i,j)}}(x; J) = cosh(βJ_ij) S_T(x; J) + sinh(βJ_ij) S_T(x^{ij}; J).

With no bonds, S is 2ⁿ when no bit of x is set and 0 otherwise, hence nonnegative. For β ≥ 0, the triangle inequality and |sinh(βJ_ij)| = sinh(β|J_ij|) carry the bound

|S_T(x; J)| ≤ S_T(x; |J|)

from T to the larger set. The induction treats all x together because the recursion changes x.

```lean
/-- At `β ≥ 0`, every parity-weighted Ising sum is bounded in magnitude by the same sum with
couplings `|J_ij|`. -/
theorem abs_parity_sum_le {β : ℝ} (hβ : 0 ≤ β) (J : Fin n → Fin n → ℝ)
    (T : Finset (Fin n × Fin n)) (x : Config n) :
    |∑ s, parity s x * bondWeight β J T s| ≤
      ∑ s, parity s x * bondWeight β (fun i j => |J i j|) T s := by
  induction T using Finset.induction_on generalizing x with
  | empty =>
    have h : 0 ≤ ∑ s, parity s x := by
      refine le_of_le_of_eq ?_ (sum_config_prod (fun i b => if x i then spin b else 1)).symm
      refine Finset.prod_nonneg fun i _ => ?_
      cases hx : x i <;> norm_num [spin, hx]
    simp only [bondWeight, Finset.prod_empty, mul_one]
    exact (abs_of_nonneg h).le
  | insert p T hp ih =>
    -- expand the new bond as `cosh + s_i s_j sinh`
    have step : ∀ K : Fin n → Fin n → ℝ,
        ∑ s, parity s x * bondWeight β K (insert p T) s =
          Real.cosh (β * K p.1 p.2) * ∑ s, parity s x * bondWeight β K T s +
          Real.sinh (β * K p.1 p.2) *
            ∑ s, parity s (flipAt p.2 (flipAt p.1 x)) * bondWeight β K T s := by
      intro K
      rw [Finset.mul_sum, Finset.mul_sum, ← Finset.sum_add_distrib]
      refine Finset.sum_congr rfl fun s _ => ?_
      have hw : bondWeight β K (insert p T) s =
          Real.exp (β * K p.1 p.2 * (spin (s p.1) * spin (s p.2))) * bondWeight β K T s :=
        Finset.prod_insert hp
      rw [hw]
      linear_combination bondWeight β K T s * parity_mul_exp (β * K p.1 p.2) s x p.1 p.2
    have hb : β * |J p.1 p.2| = |β * J p.1 p.2| := by rw [abs_mul, abs_of_nonneg hβ]
    rw [step J, step fun i j => |J i j|]
    simp only [hb, Real.cosh_abs, ← Real.abs_sinh]
    refine (abs_add_le _ _).trans ?_
    rw [abs_mul, abs_mul, abs_of_pos (Real.cosh_pos _)]
    exact add_le_add (mul_le_mul_of_nonneg_left (ih x) (Real.cosh_pos _).le)
      (mul_le_mul_of_nonneg_left (ih _) (abs_nonneg _))
```

Taking x with no set bits makes every character 1, and taking all pairs for T recovers the two partition functions.

```lean
/-- At `β ≥ 0`, replacing each off-diagonal element of `H` by minus its absolute value never lowers
the partition function. -/
theorem partitionFunction_le_deSign {β : ℝ} (hβ : 0 ≤ β) (J : Fin n → Fin n → ℝ) :
    partitionFunction β (hamiltonian J) ≤ partitionFunction β (deSign (hamiltonian J)) := by
  have hw : ∀ (K : Fin n → Fin n → ℝ) (s : Config n), Real.exp (β * alignment K s) =
      parity s (fun _ => false) * bondWeight β K (pairs n) s := by
    intro K s
    have h1 : parity s (fun _ => false) = 1 := by simp [parity]
    rw [h1, one_mul, alignment, bondWeight, Finset.mul_sum, Real.exp_sum]
    exact Finset.prod_congr rfl fun p _ => by rw [mul_assoc]
  rw [deSign_hamiltonian, partitionFunction_eq_ising, partitionFunction_eq_ising]
  simp only [hw]
  exact (le_abs_self _).trans (abs_parity_sum_le hβ J (pairs n) _)
```

## The antiferromagnetic triangle

With three spins and every coupling equal to c, the two aligned configurations have A = 3c and the other six have A = −c:

Z(c) = 2e^(3βc) + 6e^(−βc).

```lean
private lemma triangle_sum (β c : ℝ) :
    ∑ s : Config 3, Real.exp (β * alignment (fun _ _ => c) s) =
      2 * Real.exp (β * (3 * c)) + 6 * Real.exp (β * (-c)) := by
  have hp : pairs 3 = {(0, 1), (0, 2), (1, 2)} := by decide
  have h : ∀ s : Config 3, alignment (fun _ _ => c) s =
      if s 0 = s 1 ∧ s 1 = s 2 then 3 * c else -c := by
    intro s
    rw [alignment, hp, Finset.sum_insert (by decide), Finset.sum_insert (by decide),
      Finset.sum_singleton]
    cases s 0 <;> cases s 1 <;> cases h2 : s 2 <;>
      simp only [spin, h2, if_true, if_false, Bool.false_eq_true, reduceCtorEq,
        and_self, and_true, and_false, ↓reduceIte] <;> ring
  have h2 : (Finset.univ.filter fun s : Config 3 => s 0 = s 1 ∧ s 1 = s 2).card = 2 := by
    decide
  have h6 : (Finset.univ.filter fun s : Config 3 => ¬(s 0 = s 1 ∧ s 1 = s 2)).card = 6 := by
    decide
  simp only [h, mul_ite, apply_ite Real.exp, Finset.sum_ite, Finset.sum_const, nsmul_eq_mul]
  rw [h2, h6]
  norm_num
```

Subtracting the values at c = 1 and c = −1, and using e^β e^(−β) = 1,

Z(1) − Z(−1) = 2(e^(3β) − e^(−3β)) − 6(e^β − e^(−β)) = 2(e^β − e^(−β))³.

The gap is positive for β > 0 and negative for β < 0, which shows where the condition β ≥ 0 matters.

```lean
/-- For the triangle with all couplings `-1`, replacing each off-diagonal element by minus its
absolute value changes the partition function by `2 (e^β - e^{-β})^3`. -/
theorem triangle_partitionFunction_gap (β : ℝ) :
    partitionFunction β (deSign (hamiltonian (n := 3) fun _ _ => -1)) -
      partitionFunction β (hamiltonian (n := 3) fun _ _ => -1) =
      2 * (Real.exp β - Real.exp (-β)) ^ 3 := by
  simp only [deSign_hamiltonian, partitionFunction_eq_ising, triangle_sum, abs_neg, abs_one]
  have h1 : Real.exp (β * (3 * 1)) = Real.exp β ^ 3 := by
    rw [← Real.exp_nat_mul]
    congr 1
    push_cast
    ring
  have h2 : Real.exp (β * (3 * -1)) = Real.exp (-β) ^ 3 := by
    rw [← Real.exp_nat_mul]
    congr 1
    push_cast
    ring
  have h3 : Real.exp (β * -1) = Real.exp (-β) := by rw [mul_neg_one]
  have h4 : Real.exp (β * - -1) = Real.exp β := by rw [neg_neg, mul_one]
  have hab : Real.exp β * Real.exp (-β) = 1 := by
    rw [← Real.exp_add, add_neg_cancel, Real.exp_zero]
  rw [h1, h2, h3, h4]
  linear_combination 6 * (Real.exp β - Real.exp (-β)) * hab

end

end IsingSignProblem
```

In a stochastic series expansion code working in the computational basis, each operator J_ij X_i X_j in a sampled string contributes a factor J_ij. The code samples with |J_ij| and records the product of signs, whose mean is Z(J)/Z(|J|). For the triangle this is

(e^(−3β) + 3e^β)/(e^(3β) + 3e^(−β)) ≈ 3e^(−2β) at large β.

This reading as an average sign comes from the series expansion and is not among the theorems. In the basis of the X_i the same model is a classical Ising sum with positive weights, so its sign problem belongs to the chosen basis. A field along z would not commute with the bonds, and the diagonalisation used here would no longer apply.

```lean
#print axioms IsingSignProblem.deSign_hamiltonian
#print axioms IsingSignProblem.partitionFunction_le_deSign
#print axioms IsingSignProblem.triangle_partitionFunction_gap
```

```
'IsingSignProblem.deSign_hamiltonian' depends on axioms: [propext, Classical.choice, Quot.sound]
'IsingSignProblem.partitionFunction_le_deSign' depends on axioms: [propext, Classical.choice, Quot.sound]
'IsingSignProblem.triangle_partitionFunction_gap' depends on axioms: [propext, Classical.choice, Quot.sound]
```
